# A uniform perpendicular magnetic field lowers the modulus of the planar heat kernel at every distance

A spinless charged particle moving in a plane spreads in imaginary time with a Gaussian heat kernel, and a uniform perpendicular magnetic field changes both the height and the width of that Gaussian and adds a phase. Is the modulus of the new kernel smaller than the free kernel everywhere, including at large distances?

```lean
import Mathlib

open Filter Topology MeasureTheory

namespace LandauHeatKernel

noncomputable section

/-- Modulus of the Landau heat kernel at field `B`, imaginary time `s` and distance `r`. -/
def landauModulus (B s r : ℝ) : ℝ :=
  B / (4 * Real.pi * Real.sinh (B * s / 2)) *
    Real.exp (-(B * r ^ 2 * (Real.cosh (B * s / 2) / Real.sinh (B * s / 2)) / 4))

/-- Free heat kernel in the plane at imaginary time `s` and distance `r`. -/
def freeKernel (s r : ℝ) : ℝ :=
  Real.exp (-(r ^ 2 / (2 * s))) / (2 * Real.pi * s)

/-- Euclidean distance between two points of the plane. -/
def planeDist (x y : ℝ × ℝ) : ℝ :=
  √((x.1 - y.1) ^ 2 + (x.2 - y.2) ^ 2)

/-- Landau heat kernel in symmetric gauge: the modulus times the magnetic phase of the
straight path from `y` to `x`. -/
def landauKernel (B s : ℝ) (x y : ℝ × ℝ) : ℂ :=
  (landauModulus B s (planeDist x y) : ℂ) *
    Complex.exp (((B / 2 * (x.2 * y.1 - x.1 * y.2) : ℝ) : ℂ) * Complex.I)

/-- For positive `x`, the hyperbolic sine lies strictly between `x` and `x cosh x`. -/
theorem sinh_bounds {x : ℝ} (hx : 0 < x) :
    x < Real.sinh x ∧ Real.sinh x < x * Real.cosh x := by
  -- the mean slope of sinh on [0, x] is cosh c for some c in between
  obtain ⟨c, hc, h⟩ := exists_hasDerivAt_eq_slope Real.sinh Real.cosh hx
    Real.continuous_sinh.continuousOn (fun y _ => Real.hasDerivAt_sinh y)
  simp only [Real.sinh_zero, sub_zero] at h
  rw [eq_div_iff hx.ne'] at h
  have h1 : 1 < Real.cosh c := Real.one_lt_cosh.mpr hc.1.ne'
  have h2 : Real.cosh c < Real.cosh x :=
    Real.cosh_lt_cosh.mpr (by rw [abs_of_pos hc.1, abs_of_pos hx]; exact hc.2)
  constructor <;> nlinarith

/-- On the positive axis `x / sinh x` strictly decreases and `x coth x` strictly increases. -/
theorem field_factors_mono {x y : ℝ} (hx : 0 < x) (hxy : x < y) :
    y / Real.sinh y < x / Real.sinh x ∧
      x / Real.sinh x * Real.cosh x < y / Real.sinh y * Real.cosh y := by
  obtain ⟨d, hd, rfl⟩ : ∃ d, 0 < d ∧ y = x + d := ⟨y - x, by linarith, by ring⟩
  have bx := sinh_bounds hx
  have bd := sinh_bounds hd
  have hSx : 0 < Real.sinh x := hx.trans bx.1
  have hSd : 0 < Real.sinh d := hd.trans bd.1
  have hSy : 0 < Real.sinh (x + d) := Real.sinh_pos_iff.mpr (by linarith)
  constructor
  · rw [div_lt_div_iff₀ hSy hSx, Real.sinh_add]
    have p : Real.sinh x * d < x * Real.cosh x * Real.sinh d :=
      mul_lt_mul'' bx.2 bd.1 hSx.le hd.le
    have q : 0 ≤ x * Real.sinh x * (Real.cosh d - 1) :=
      mul_nonneg (mul_pos hx hSx).le (by linarith [Real.one_le_cosh d])
    nlinarith [p, q]
  · rw [div_mul_eq_mul_div, div_mul_eq_mul_div, div_lt_div_iff₀ hSx hSy]
    have hc : Real.cosh d < Real.cosh (x + d) :=
      Real.cosh_lt_cosh.mpr (by
        rw [abs_of_pos hd, abs_of_pos (add_pos hx hd)]; linarith)
    have h1 : Real.sinh d < d * Real.cosh (x + d) :=
      bd.2.trans (mul_lt_mul_of_pos_left hc hd)
    have key : x * Real.sinh d < Real.sinh x * (d * Real.cosh (x + d)) :=
      mul_lt_mul'' bx.1 h1 hx.le hSd.le
    have e := Real.sinh_sub (x + d) x
    rw [add_sub_cancel_left] at e
    rw [e] at key
    nlinarith [key]

/-- The Landau modulus written as the free kernel with its prefactor multiplied by
`x / sinh x` and its exponent by `x coth x`, where `x = B s / 2`. -/
theorem landauModulus_eq {B s : ℝ} (hs : 0 < s) (hB : B ≠ 0) (r : ℝ) :
    landauModulus B s r =
      Real.exp (-(r ^ 2 / (2 * s) *
        (B * s / 2 / Real.sinh (B * s / 2) * Real.cosh (B * s / 2)))) /
        (2 * Real.pi * s) * (B * s / 2 / Real.sinh (B * s / 2)) := by
  have hS : Real.sinh (B * s / 2) ≠ 0 :=
    mt Real.sinh_eq_zero.mp (div_ne_zero (mul_ne_zero hB hs.ne') two_ne_zero)
  have hp := Real.pi_ne_zero
  have hs' := hs.ne'
  unfold landauModulus
  generalize Real.sinh (B * s / 2) = S at hS ⊢
  generalize Real.cosh (B * s / 2) = C
  have h1 : B * r ^ 2 * (C / S) / 4 = r ^ 2 / (2 * s) * (B * s / 2 / S * C) := by
    field_simp
    ring
  rw [h1]
  generalize Real.exp (-(r ^ 2 / (2 * s) * (B * s / 2 / S * C))) = E
  field_simp
  ring

/-- For `a ≥ 0` and `c > 0`, the weight `exp (-(a * q)) / c * g` strictly drops when `g` decreases
from a positive value and `q` does not decrease. -/
theorem gaussian_lt {a c g₁ g₂ q₁ q₂ : ℝ} (ha : 0 ≤ a) (hc : 0 < c) (hg₁ : 0 < g₁)
    (hg : g₂ < g₁) (hq : q₁ ≤ q₂) :
    Real.exp (-(a * q₂)) / c * g₂ < Real.exp (-(a * q₁)) / c * g₁ := by
  calc Real.exp (-(a * q₂)) / c * g₂ < Real.exp (-(a * q₂)) / c * g₁ :=
        mul_lt_mul_of_pos_left hg (div_pos (Real.exp_pos _) hc)
    _ ≤ Real.exp (-(a * q₁)) / c * g₁ := by gcongr

/-- At fixed imaginary time and distance, a stronger magnetic field gives a strictly smaller
Landau modulus. -/
theorem landauModulus_strictAnti {B₁ B₂ s : ℝ} (hB₁ : 0 < B₁) (hB : B₁ < B₂) (hs : 0 < s)
    (r : ℝ) : landauModulus B₂ s r < landauModulus B₁ s r := by
  have hx : 0 < B₁ * s / 2 := by positivity
  have hxy : B₁ * s / 2 < B₂ * s / 2 := by nlinarith
  have h := field_factors_mono hx hxy
  rw [landauModulus_eq hs (hB₁.trans hB).ne', landauModulus_eq hs hB₁.ne']
  exact gaussian_lt (by positivity) (by positivity)
    (div_pos hx (Real.sinh_pos_iff.mpr hx)) h.1 h.2.le

/-- At every distance the Landau modulus is strictly below the free planar heat kernel for
each positive field, and it tends to the free kernel as the field tends to zero. -/
theorem landau_heat_kernel_domination {s : ℝ} (hs : 0 < s) (r : ℝ) :
    (∀ B : ℝ, 0 < B → landauModulus B s r < freeKernel s r) ∧
      Tendsto (fun B => landauModulus B s r) (𝓝[≠] 0) (𝓝 (freeKernel s r)) := by
  constructor
  · intro B hB
    have hx : 0 < B * s / 2 := by positivity
    have b := sinh_bounds hx
    have hS := hx.trans b.1
    have e : freeKernel s r =
        Real.exp (-(r ^ 2 / (2 * s) * 1)) / (2 * Real.pi * s) * 1 := by
      simp only [freeKernel, mul_one]
    rw [e, landauModulus_eq hs hB.ne']
    refine gaussian_lt (by positivity) (by positivity) one_pos ((div_lt_one hS).mpr b.1) ?_
    rw [div_mul_eq_mul_div, le_div_iff₀ hS, one_mul]
    exact b.2.le
  · -- x / sinh x tends to 1, from the derivative of sinh at the origin
    have h0 : Tendsto (fun t : ℝ => t⁻¹ * Real.sinh t) (𝓝[≠] 0) (𝓝 1) := by
      simpa using (Real.hasDerivAt_sinh 0).tendsto_slope_zero
    have h1 : Tendsto (fun t : ℝ => t / Real.sinh t) (𝓝[≠] 0) (𝓝 1) := by
      have h := h0.inv₀ one_ne_zero
      rw [inv_one] at h
      refine h.congr fun t => ?_
      show (t⁻¹ * Real.sinh t)⁻¹ = t / Real.sinh t
      rw [mul_inv, inv_inv, div_eq_mul_inv]
    have hc : Continuous (fun B : ℝ => B * s / 2) := by fun_prop
    have hl : Tendsto (fun B : ℝ => B * s / 2) (𝓝[≠] 0) (𝓝 0) :=
      (hc.tendsto' 0 0 (by simp)).mono_left nhdsWithin_le_nhds
    have hl' : Tendsto (fun B : ℝ => B * s / 2) (𝓝[≠] 0) (𝓝[≠] 0) := by
      refine tendsto_nhdsWithin_iff.mpr ⟨hl, ?_⟩
      filter_upwards [self_mem_nhdsWithin] with B hB
      exact div_ne_zero (mul_ne_zero hB hs.ne') two_ne_zero
    have hg := h1.comp hl'
    have hch := (Real.continuous_cosh.tendsto' 0 1 Real.cosh_zero).comp hl
    have h := (((Real.continuous_exp.tendsto _).comp
      (((hg.mul hch).const_mul (r ^ 2 / (2 * s))).neg)).div_const (2 * Real.pi * s)).mul hg
    have e : freeKernel s r =
        Real.exp (-(r ^ 2 / (2 * s) * (1 * 1))) / (2 * Real.pi * s) * 1 := by
      simp only [freeKernel, mul_one]
    rw [e]
    refine h.congr' ?_
    filter_upwards [self_mem_nhdsWithin] with B hB
    exact (landauModulus_eq hs hB r).symm

/-- The norm of the complex Landau kernel is the Landau modulus at the distance of the points. -/
theorem norm_landauKernel {B s : ℝ} (hB : 0 < B) (hs : 0 < s) (x y : ℝ × ℝ) :
    ‖landauKernel B s x y‖ = landauModulus B s (planeDist x y) := by
  have hS : 0 < Real.sinh (B * s / 2) := Real.sinh_pos_iff.mpr (by positivity)
  have hpos : 0 < landauModulus B s (planeDist x y) :=
    mul_pos (div_pos hB (mul_pos (by positivity) hS)) (Real.exp_pos _)
  rw [landauKernel, norm_mul, Complex.norm_exp_ofReal_mul_I, mul_one, Complex.norm_real,
    Real.norm_of_nonneg hpos.le]

/-- Diamagnetic inequality: the Landau kernel applied to an integrable wave function `f` is
bounded in norm by the free heat kernel applied to `|f|`. -/
theorem diamagnetic_inequality {B s : ℝ} (hB : 0 < B) (hs : 0 < s) {f : ℝ × ℝ → ℂ}
    (hf : Integrable f) (x : ℝ × ℝ) :
    ‖∫ y, landauKernel B s x y * f y‖ ≤ ∫ y, freeKernel s (planeDist x y) * ‖f y‖ := by
  have hcont : Continuous (fun y => freeKernel s (planeDist x y)) := by
    unfold freeKernel planeDist
    fun_prop
  -- the free kernel is bounded, so the right-hand integrand is integrable
  have hint : Integrable (fun y => freeKernel s (planeDist x y) * ‖f y‖) := by
    refine (hf.norm.const_mul (1 / (2 * Real.pi * s))).mono'
      (hcont.aestronglyMeasurable.mul hf.norm.aestronglyMeasurable)
      (Eventually.of_forall fun y => ?_)
    have h0 : 0 ≤ freeKernel s (planeDist x y) := by
      unfold freeKernel
      positivity
    have h1 : freeKernel s (planeDist x y) ≤ 1 / (2 * Real.pi * s) := by
      have hE : Real.exp (-(planeDist x y ^ 2 / (2 * s))) ≤ 1 :=
        Real.exp_le_one_iff.mpr (neg_nonpos.mpr (by positivity))
      unfold freeKernel
      gcongr
    rw [Real.norm_of_nonneg (mul_nonneg h0 (norm_nonneg _))]
    exact mul_le_mul_of_nonneg_right h1 (norm_nonneg _)
  refine norm_integral_le_of_norm_le hint (Eventually.of_forall fun y => ?_)
  rw [norm_mul, norm_landauKernel hB hs]
  exact mul_le_mul_of_nonneg_right
    ((landau_heat_kernel_domination hs _).1 B hB).le (norm_nonneg _)

end

end LandauHeatKernel
```

```lean
#print axioms LandauHeatKernel.landauModulus_strictAnti
-- 'LandauHeatKernel.landauModulus_strictAnti' depends on axioms: [propext, Classical.choice, Quot.sound]
#print axioms LandauHeatKernel.landau_heat_kernel_domination
-- 'LandauHeatKernel.landau_heat_kernel_domination' depends on axioms: [propext, Classical.choice, Quot.sound]
#print axioms LandauHeatKernel.diamagnetic_inequality
-- 'LandauHeatKernel.diamagnetic_inequality' depends on axioms: [propext, Classical.choice, Quot.sound]
```

## Two kernels and a phase

The units are $\hbar=m=1$, the charge is $q=+1$, the field along the positive normal of the plane is $B$, the imaginary time is $s$ and the distance is $r$. The definitions `landauModulus` and `freeKernel` are

$$K_B(r)=\frac{B}{4\pi\sinh(Bs/2)}\,e^{-\frac{B r^2}{4}\coth(Bs/2)},\qquad K_0(r)=\frac{e^{-r^2/(2s)}}{2\pi s}.$$

The second belongs to the free Hamiltonian $p^2/2$. The complex `landauKernel` multiplies $K_B$, taken at the Euclidean distance `planeDist x y`, by the phase $e^{iB(x_2y_1-x_1y_2)/2}$. Its exponent is $i$ times the line integral, along the straight path from $y$ to $x$, of the symmetric-gauge vector potential $A(x)=\tfrac{B}{2}(-x_2,x_1)$. In these units $B$ is also the cyclotron frequency.

The theorem `landau_heat_kernel_domination` says that, for $s>0$ and every real $r$, $K_B(r)<K_0(r)$ whenever $B>0$, and $K_B(r)\to K_0(r)$ as $B\to0$ from either side. The formula for $K_B(r)$ is even in $B$, so reversing the field leaves the modulus unchanged. The punctured neighbourhood `𝓝[≠] 0` leaves out $B=0$, where Lean's division by zero would give the modulus the value 0.

The Landau formula enters as a definition and is not derived from a Hamiltonian. The model is one spinless particle in an infinite plane, with a uniform field and no potential.

## Strict domination from the slope of sinh

Put $t=Bs/2$, so $B=2t/s$. Substitution gives

$$K_B(r)=\frac{1}{2\pi s}\,\frac{t}{\sinh t}\,\exp\!\Big(-\frac{r^2}{2s}\,t\coth t\Big),$$

which is `landauModulus_eq`. The field enters the modulus only through the two factors $t/\sinh t$ and $t\coth t$; replacing both by 1 gives the free kernel.

For $t>0$ the mean value theorem gives $\sinh t=t\cosh c$ with $0<c<t$. Since $1<\cosh c<\cosh t$,

$$t<\sinh t<t\cosh t .$$

This is `sinh_bounds`. Hence $t/\sinh t<1$ and $t\coth t>1$: the prefactor drops and the Gaussian narrows. The lemma `gaussian_lt` combines the two effects. It needs strictness only in the prefactor, so the inequality stays strict at $r=0$, where the exponent vanishes.

For the limit, $\sinh t/t\to\cosh 0=1$ by the definition of the derivative at the origin. So $t/\sinh t\to1$ and $t\coth t=(t/\sinh t)\cosh t\to1$. Lean composes these limits with $B\mapsto Bs/2$ and the continuous exponential, then returns to the original formula for $B\neq0$.

## A stronger field gives a smaller modulus

The theorem `landauModulus_strictAnti` compares two positive fields. It rests on `field_factors_mono`: for two values $0<x<y=x+d$ of $t$ (numbers here, not points of the plane), the first factor falls and the second rises from $x$ to $y$.

For the first factor, the claim is $(x+d)\sinh x<x\sinh(x+d)$. Expand the right side as $x\sinh x\cosh d+x\cosh x\sinh d$. Its first term is at least $x\sinh x$. Its second exceeds $d\sinh x$, because $\sinh x<x\cosh x$ and $d<\sinh d$.

For the second factor, $\sinh d<d\cosh d<d\cosh y$ and $x<\sinh x$ give $x\sinh d<d\sinh x\cosh y$. Inserting $\sinh d=\sinh y\cosh x-\cosh y\sinh x$ yields

$$x\cosh x\sinh y<y\cosh y\sinh x,$$

which is $x\coth x<y\coth y$. In both parts `nlinarith` does the final rearrangement.

## From kernels to wave functions

The phase has norm one, so for $B>0$ the norm of the complex kernel is $K_B$ (`norm_landauKernel`). For an integrable $f$, `diamagnetic_inequality`, the uniform-field case of the diamagnetic inequality written for the explicit kernel, then follows:

$$\Big|\int K_B(x,y)f(y)\,dy\Big|\le\int K_B(|x-y|)\,|f(y)|\,dy\le\int K_0(|x-y|)\,|f(y)|\,dy .$$

Here $K_B(x,y)$ is the complex kernel. The last integral is finite because $K_0\le1/(2\pi s)$. The hypothesis is integrability of $f$, not square integrability, so a normalisable state that is not integrable lies outside the theorem as stated.

At coinciding points the ratio $K_B(0)/K_0(0)$ is $t/\sinh t<1$. With $s$ read as the inverse temperature, the kernel at coinciding points is the partition function per unit area of this single spinless particle. The field therefore lowers the partition function and raises the free energy, which is the sense in which its orbital response is diamagnetic.

The kernel could also have been defined through the operator $e^{-sH}$, with $H=(p-A)^2/2$ the magnetic Hamiltonian. The explicit formula would then need its own proof, and `diamagnetic_inequality` would become a statement about the imaginary-time evolution generated by $H$.
